# The symmetric alloy analogy for the Hubbard model with a semicircular band: the zero-frequency equation has a root with Im G < 0 exactly when |U| is below the half-bandwidth

In the coherent-potential approximation, a metallic density of states at the Fermi level corresponds to a root with $\operatorname{Im}G<0$ of the self-consistency equation for the local Green's function $G$ at zero frequency. For two equally likely site levels $\pm U/2$ and a hybridisation $bG$ with $b>0$, such a root exists exactly when $U^2<4b$, and it is then $G=-i\sqrt{b-U^2/4}\,/\,b$.

```lean
import Mathlib

namespace HubbardIII

noncomputable section

/-- The average of the two local propagators with levels `U/2` and `-U/2` at frequency `z`,
each with hybridisation `b G`; its domain is where both denominators are nonzero. -/
def siteAverage (b U : ℝ) (z G : ℂ) : ℂ :=
  (1 / 2) / (z - U / 2 - b * G) + (1 / 2) / (z + U / 2 - b * G)

/-- The purely imaginary Green's function `-i √(b - U²/4) / b`, for `b ≠ 0` and `U² ≤ 4b`. -/
def metallicG (b U : ℝ) : ℂ :=
  -Complex.I * ((√(b - U ^ 2 / 4) / b : ℝ) : ℂ)

/-- Both denominators of the averaged propagator are nonzero whenever the imaginary part of
the frequency differs from that of the hybridisation `b G`. -/
theorem denominators_ne_zero {b : ℝ} (U : ℝ) {z G : ℂ} (h : z.im ≠ b * G.im) :
    z - U / 2 - b * G ≠ 0 ∧ z + U / 2 - b * G ≠ 0 := by
  -- a real level cannot cancel an imaginary part
  have key : ∀ e : ℝ, z - e - b * G ≠ 0 := by
    intro e h0
    have him := congrArg Complex.im h0
    simp only [Complex.sub_im, Complex.ofReal_im, Complex.mul_im, Complex.ofReal_re,
      Complex.zero_im] at him
    apply h
    linear_combination him
  constructor
  · intro h0
    apply key (U / 2)
    push_cast
    linear_combination h0
  · intro h0
    apply key (-(U / 2))
    push_cast
    linear_combination h0

/-- At any complex frequency where the denominators are nonzero, self-consistency is equivalent to
the cubic equation `G ((z - b G)² - U²/4) = z - b G`. -/
theorem selfConsistent_iff_cubic {b U : ℝ} {z G : ℂ}
    (h₁ : z - U / 2 - b * G ≠ 0) (h₂ : z + U / 2 - b * G ≠ 0) :
    G = siteAverage b U z G ↔ G * ((z - b * G) ^ 2 - U ^ 2 / 4) = z - b * G := by
  have e : siteAverage b U z G
      = (z - b * G) / ((z - U / 2 - b * G) * (z + U / 2 - b * G)) := by
    unfold siteAverage
    rw [div_add_div _ _ h₁ h₂]
    congr 1
    ring
  rw [e, eq_div_iff (mul_ne_zero h₁ h₂)]
  constructor <;> intro h <;> linear_combination h

/-- At zero frequency, with nonzero denominators, self-consistency holds exactly when `G` vanishes
or `b² G² = U²/4 - b`. -/
theorem zeroFrequency_iff {b U : ℝ} {G : ℂ}
    (h₁ : (0 : ℂ) - U / 2 - b * G ≠ 0) (h₂ : (0 : ℂ) + U / 2 - b * G ≠ 0) :
    G = siteAverage b U 0 G ↔ G = 0 ∨ (b : ℂ) ^ 2 * G ^ 2 = U ^ 2 / 4 - b := by
  rw [selfConsistent_iff_cubic h₁ h₂]
  constructor
  · intro h
    have hf : G * ((b : ℂ) ^ 2 * G ^ 2 - (U ^ 2 / 4 - b)) = 0 := by
      linear_combination h
    rcases mul_eq_zero.1 hf with h0 | h0
    · exact Or.inl h0
    · exact Or.inr (sub_eq_zero.1 h0)
  · rintro (h | h)
    · linear_combination ((b : ℂ) ^ 2 * G ^ 2 - U ^ 2 / 4 + b) * h
    · linear_combination G * h

/-- For `b > 0`, a zero-frequency solution with nonzero imaginary part is purely imaginary,
and `(b Im G)² = b - U²/4`. -/
theorem nonreal_solution {b U : ℝ} (hb : 0 < b) {G : ℂ} (hG : G.im ≠ 0)
    (h : G = siteAverage b U 0 G) :
    G.re = 0 ∧ (b * G.im) ^ 2 = b - U ^ 2 / 4 := by
  have hne : (0 : ℂ).im ≠ b * G.im := by
    rw [Complex.zero_im]
    exact (mul_ne_zero hb.ne' hG).symm
  obtain ⟨h₁, h₂⟩ := denominators_ne_zero U hne
  rcases (zeroFrequency_iff h₁ h₂).1 h with h0 | hq
  · exact absurd (by rw [h0, Complex.zero_im]) hG
  · -- compare real and imaginary parts of the quadratic equation
    have hq' : ((b : ℂ) * G) * (b * G) = ((U ^ 2 / 4 - b : ℝ) : ℂ) := by
      push_cast
      linear_combination hq
    have hre := congrArg Complex.re hq'
    have him := congrArg Complex.im hq'
    simp only [Complex.mul_re, Complex.mul_im, Complex.ofReal_re, Complex.ofReal_im]
      at hre him
    have hxy : (b ^ 2 * G.im) * G.re = 0 := by linear_combination him / 2
    have hx : G.re = 0 :=
      (mul_eq_zero.1 hxy).resolve_left (mul_ne_zero (pow_ne_zero 2 hb.ne') hG)
    rw [hx] at hre
    exact ⟨hx, by linear_combination -hre⟩

/-- The real part of `metallicG` is zero and its imaginary part is `-√(b - U²/4) / b`. -/
theorem metallicG_parts (b U : ℝ) :
    (metallicG b U).re = 0 ∧ (metallicG b U).im = -(√(b - U ^ 2 / 4) / b) := by
  constructor <;>
    simp only [metallicG, neg_mul, Complex.neg_re, Complex.neg_im, Complex.mul_re,
      Complex.mul_im, Complex.I_re, Complex.I_im, Complex.ofReal_re, Complex.ofReal_im] <;>
    ring

/-- For `b > 0`, a complex `G` with `Im G < 0` solves the zero-frequency alloy-analogy equation
exactly when `U² < 4b` and `G = -i √(b - U²/4) / b`. -/
theorem metallic_solution_iff {b : ℝ} (hb : 0 < b) (U : ℝ) (G : ℂ) :
    (G.im < 0 ∧ G = siteAverage b U 0 G) ↔ (U ^ 2 < 4 * b ∧ G = metallicG b U) := by
  obtain ⟨mre, mim⟩ := metallicG_parts b U
  constructor
  · rintro ⟨hG, h⟩
    obtain ⟨hx, hs⟩ := nonreal_solution hb hG.ne h
    have hby : b * G.im < 0 := mul_neg_of_pos_of_neg hb hG
    -- the sign of Im G selects the branch of the square root
    have hsqrt : √(b - U ^ 2 / 4) = -(b * G.im) := by
      rw [← hs, Real.sqrt_sq_eq_abs, abs_of_neg hby]
    refine ⟨by nlinarith [mul_pos_of_neg_of_neg hby hby], Complex.ext ?_ ?_⟩
    · rw [hx, mre]
    · rw [mim, hsqrt, neg_div, neg_neg, mul_div_cancel_left₀ _ hb.ne']
  · rintro ⟨hU, hGm⟩
    have hpos : 0 < b - U ^ 2 / 4 := by linarith
    have hG : G.im < 0 := by
      rw [hGm, mim]
      exact neg_lt_zero.2 (div_pos (Real.sqrt_pos.2 hpos) hb)
    have hne : (0 : ℂ).im ≠ b * G.im := by
      rw [Complex.zero_im]
      exact (mul_ne_zero hb.ne' hG.ne).symm
    obtain ⟨h₁, h₂⟩ := denominators_ne_zero U hne
    refine ⟨hG, (zeroFrequency_iff h₁ h₂).2 (Or.inr ?_)⟩
    have hr : b ^ 2 * (√(b - U ^ 2 / 4) / b) ^ 2 = b - U ^ 2 / 4 := by
      rw [div_pow, Real.sq_sqrt hpos.le, ← mul_div_assoc,
        mul_div_cancel_left₀ _ (pow_ne_zero 2 hb.ne')]
    have hrC : (b : ℂ) ^ 2 * ((√(b - U ^ 2 / 4) / b : ℝ) : ℂ) ^ 2 = b - U ^ 2 / 4 := by
      have h := congrArg (fun r : ℝ => (r : ℂ)) hr
      push_cast at h ⊢
      exact h
    rw [hGm]
    unfold metallicG
    linear_combination Complex.I ^ 2 * hrC + ((b : ℂ) - U ^ 2 / 4) * Complex.I_sq

/-- For `b > 0`, the zero-frequency alloy-analogy equation has a solution with `Im G < 0` if and
only if `U² < 4b`. -/
theorem hubbardIII_transition {b : ℝ} (hb : 0 < b) (U : ℝ) :
    (∃ G : ℂ, G.im < 0 ∧ G = siteAverage b U 0 G) ↔ U ^ 2 < 4 * b := by
  constructor
  · rintro ⟨G, h⟩
    exact ((metallic_solution_iff hb U G).1 h).1
  · intro hU
    exact ⟨metallicG b U, (metallic_solution_iff hb U _).2 ⟨hU, rfl⟩⟩

/-- For `b > 0` and `U² ≥ 4b`, every solution of the zero-frequency equation is real. -/
theorem insulating_solution_real {b U : ℝ} (hb : 0 < b) (hU : 4 * b ≤ U ^ 2) {G : ℂ}
    (h : G = siteAverage b U 0 G) : G.im = 0 := by
  by_contra hG
  obtain ⟨-, hs⟩ := nonreal_solution hb hG h
  have hpos : 0 < (b * G.im) ^ 2 :=
    lt_of_le_of_ne (sq_nonneg _) (pow_ne_zero 2 (mul_ne_zero hb.ne' hG)).symm
  linarith

/-- With `b = D²/4` and `D > 0`, a zero-frequency solution with `Im G < 0` requires `|U| < D`,
and its density of states `-Im G / π` equals `(2 / (π D)) √(1 - (U/D)²)`. -/
theorem fermi_level_density {D U : ℝ} (hD : 0 < D) {G : ℂ} (hG : G.im < 0)
    (h : G = siteAverage (D ^ 2 / 4) U 0 G) :
    |U| < D ∧ -G.im / Real.pi = 2 / (Real.pi * D) * √(1 - (U / D) ^ 2) := by
  have hb : 0 < D ^ 2 / 4 := by positivity
  obtain ⟨hU, hGm⟩ := (metallic_solution_iff hb U G).1 ⟨hG, h⟩
  refine ⟨abs_lt_of_sq_lt_sq (by linarith) hD.le, ?_⟩
  -- take the half-bandwidth out of the square root
  have hfac : D ^ 2 / 4 - U ^ 2 / 4 = (D / 2) ^ 2 * (1 - (U / D) ^ 2) := by
    field_simp
    ring
  rw [hGm, (metallicG_parts _ _).2, hfac, Real.sqrt_mul (sq_nonneg _),
    Real.sqrt_sq (by positivity)]
  have hpi : Real.pi ≠ 0 := Real.pi_ne_zero
  generalize √(1 - (U / D) ^ 2) = s
  field_simp
  ring

end

end HubbardIII
```

```lean
#print axioms HubbardIII.hubbardIII_transition
-- 'HubbardIII.hubbardIII_transition' depends on axioms: [propext, Classical.choice, Quot.sound]
#print axioms HubbardIII.insulating_solution_real
-- 'HubbardIII.insulating_solution_real' depends on axioms: [propext, Classical.choice, Quot.sound]
#print axioms HubbardIII.fermi_level_density
-- 'HubbardIII.fermi_level_density' depends on axioms: [propext, Classical.choice, Quot.sound]
```

## An electron among two kinds of site

In the alloy analogy for the Hubbard model, an electron of one spin moves through a lattice on which the electrons of the other spin are frozen. A site costs the energy $U$ if it holds an opposite-spin electron and nothing if it does not. At half filling without magnetic order, both cases have probability $1/2$. With energies measured from the chemical potential, the two levels lie at $U/2$ and $-U/2$.

The rest of the lattice enters through a hybridisation function. For a semicircular band this function is proportional to the local Green's function itself, and the constant of proportionality is $b$. It is the second moment of the bare band, so $b=D^2/4$ for half-bandwidth $D$. At complex frequency $z$ the self-consistency condition reads

$$
G=\frac{1/2}{z-U/2-bG}+\frac{1/2}{z+U/2-bG}.
$$

The right-hand side is `siteAverage b U z G`, with real `b` and `U` and complex `z` and `G`. The condition is written `G = siteAverage b U z G`, and zero frequency means that `z` is replaced by `0`. The sign convention is that of the retarded function, whose density of states per spin is $-\operatorname{Im}G/\pi$. A solution with $\operatorname{Im}G<0$ therefore has a positive density of states at the Fermi level, and in this sense it is metallic.

Hubbard's third approximation also contains a resonance-broadening correction, which represents the motion of the opposite-spin electrons. The equation above keeps only the scattering from frozen levels, so the threshold $U^2=4b$ belongs to this simpler form. The name `hubbardIII_transition` in the code refers to this form, not to the full approximation.

## What the theorems say

The central statement is `metallic_solution_iff`. For $b>0$, any real $U$ and any complex $G$, the two conditions "$\operatorname{Im}G<0$ and $G$ solves the zero-frequency equation" hold if and only if $U^2<4b$ and $G$ equals `metallicG b U`, where

$$
\texttt{metallicG b U}=-i\,\frac{\sqrt{b-U^2/4}}{b}.
$$

This contains the threshold, the value of the root and its uniqueness. The theorem `hubbardIII_transition` extracts the existence criterion: some $G$ with $\operatorname{Im}G<0$ solves the equation if and only if $U^2<4b$.

Two more theorems give the result on either side of the threshold. By `insulating_solution_real`, every solution is real when $U^2\ge 4b$, so its density of states vanishes. By `fermi_level_density`, with $b=D^2/4$ and $D>0$, a solution with $\operatorname{Im}G<0$ requires $|U|<D$ and has

$$
-\frac{\operatorname{Im}G}{\pi}=\frac{2}{\pi D}\sqrt{1-\left(\frac{U}{D}\right)^2}.
$$

At $U=0$ this is the value of the bare semicircular density of states at the band centre. In a CPA or DMFT code, the formula supplies a reference value at zero frequency for this half-filled model with frozen opposite-spin electrons and a semicircular band.

The form of the hybridisation and the equal weights are put in by definition; they are not derived from a lattice Hamiltonian. The theorems about the transition concern the equation at exactly $z=0$. They do not treat the limit in which $z$ approaches zero from the upper half-plane, nor the width of a gap around zero frequency.

## From two fractions to a square root

Write $w=z-bG$. If neither denominator vanishes, the two fractions combine to

$$
\frac{1/2}{w-U/2}+\frac{1/2}{w+U/2}=\frac{w}{w^2-U^2/4},
$$

and self-consistency is equivalent to the cubic equation

$$
G\left[(z-bG)^2-\frac{U^2}{4}\right]=z-bG .
$$

At $z=0$ it becomes $G\,(b^2G^2-U^2/4)=-bG$. Moving everything to one side gives

$$
G\left(b^2G^2-\frac{U^2}{4}+b\right)=0,
$$

so that either $G=0$ or $b^2G^2=U^2/4-b$.

Now let $G=x+iy$ with $y\neq0$. Both denominators at $z=0$ have imaginary part $-by$, which is nonzero because $b>0$, so the steps above are allowed. The root $G=0$ is excluded, and the real and imaginary parts of the quadratic equation are

$$
b^2(x^2-y^2)=\frac{U^2}{4}-b,\qquad 2b^2xy=0 .
$$

The second equation gives $x=0$. The first then becomes

$$
(by)^2=b-\frac{U^2}{4}.
$$

The left side is positive, so $U^2<4b$. If $y<0$, then $by$ is the negative square root, and $y=-\sqrt{b-U^2/4}\,/\,b$. This fixes $G$ completely.

For the converse, assume $U^2<4b$ and take $G=-i\sqrt{b-U^2/4}\,/\,b$. Its imaginary part is negative, so the denominators are nonzero. Squaring gives $b^2G^2=-(b-U^2/4)=U^2/4-b$, which is the quadratic equation. Hence $G$ solves the original one.

If $U^2\ge4b$, a non-real solution would make the positive number $(by)^2$ equal to $b-U^2/4\le0$, which is impossible. Every solution is therefore real.

For the density of states, set $b=D^2/4$ and take $D/2$ out of the root:

$$
\frac{\sqrt{b-U^2/4}}{b}
=\frac{(D/2)\sqrt{1-(U/D)^2}}{D^2/4}
=\frac{2}{D}\sqrt{1-\left(\frac{U}{D}\right)^2}.
$$

Division by $\pi$ gives the stated formula, and $U^2<4b=D^2$ gives $|U|<D$.

## The same steps in Lean

`denominators_ne_zero` makes the argument about imaginary parts for any frequency with $\operatorname{Im}z\ne b\operatorname{Im}G$. Its inner statement `key` treats an arbitrary real level `e`: if $z-e-bG$ were zero, its imaginary part would be zero too, against the hypothesis. The two denominators are the cases $e=U/2$ and $e=-U/2$. Since for $b>0$ the lemma applies to every non-real $G$ at zero frequency, Lean's convention for division by zero has no influence on the metallic solution.

`selfConsistent_iff_cubic` adds the fractions with `div_add_div` and clears the common denominator with `eq_div_iff`. The tactic `linear_combination` then confirms that the result and the cubic equation differ only by rearrangement. `zeroFrequency_iff` sets $z=0$, factors the cubic and uses `mul_eq_zero` to split it into the two alternatives. In the other direction, it multiplies each alternative by the remaining factor to recover the cubic.

`nonreal_solution` discards $G=0$ and writes the quadratic equation as $(bG)(bG)=U^2/4-b$. Applying `congrArg` with `Complex.re` and `Complex.im` produces the two real equations. The imaginary one forces `G.re = 0`, and substituting this into the real one gives the formula for $(b\operatorname{Im}G)^2$.

`metallicG_parts` records the real and imaginary parts of the closed form. In the forward direction of `metallic_solution_iff`, the step `hsqrt` chooses the branch: the square root of $(b\operatorname{Im}G)^2$ is $|b\operatorname{Im}G|$, which equals $-b\operatorname{Im}G$ because $b\operatorname{Im}G$ is negative. The strict inequality $U^2<4b$ comes from `nlinarith`, which is given that the product of two negative numbers is positive. `Complex.ext` then identifies $G$ with the closed form by comparing real and imaginary parts. In the reverse direction, `hr` squares the real quotient, `hrC` carries the identity over to the complex numbers, and the last `linear_combination` inserts $i^2=-1$.

The existence criterion follows by applying this equivalence in both directions, with `metallicG b U` as the solution when $U^2<4b$. `insulating_solution_real` assumes a nonzero imaginary part and reaches the contradiction in signs found above. In `fermi_level_density`, the identity `hfac` takes out the factor $(D/2)^2$, and `field_simp` and `ring` finish the algebra.

## Small cases that test the hypotheses

The sign condition has to be strict. Take $b=1$ and $U=4$, so that $U^2>4b$. Then $G=0$ solves the zero-frequency equation, because

$$
\frac{1/2}{-2}+\frac{1/2}{2}=0 .
$$

With $\operatorname{Im}G\le0$ in place of $\operatorname{Im}G<0$, the existence criterion would therefore be false.

Uniqueness needs more than a nonzero imaginary part. For $b=1$ and $U=0$ the equation is $G=1/(-G)$, which is solved by both $G=-i$ and $G=i$. The condition $\operatorname{Im}G\neq0$ admits both roots, and the negative sign selects the first.

The same numbers show what happens to `insulating_solution_real` without its bound on $U$: for $b=1$ and $U=0$, the solution $G=-i$ is not real. They also show that $D$ must not be negative in `fermi_level_density`. With $D=-2$ one still has $D^2/4=1$ and the solution $G=-i$ at $U=0$, but $|U|<D$ would read $0<-2$.

The hypothesis $b>0$ is of another kind, since it marks the physical range of a second moment and no counter-example to the main equivalence arises without it. For $b\le0$ the inequality $U^2<4b$ is never satisfied. A solution with $\operatorname{Im}G<0$ does not exist either: at $b=0$ the right-hand side of the equation is real, and for $b<0$ the relation $(b\operatorname{Im}G)^2=b-U^2/4$ would equate a positive number with a negative one.
